# Stationarity of the extended canonical density under Nosé–Hoover dynamics

## Question

To state "$\nabla\cdot(\rho f)=0$" formally I have to decide what the divergence means when the potential is only once differentiable. The claim is this. A particle has mass $m>0$, position $q$, momentum $p$ and a differentiable potential $V(q)$. It is coupled to a Nosé–Hoover friction variable $z$ with thermostat mass $Q>0$ at thermal energy $kT>0$. The field on $(q,p,z)$ space is $f=\big(p/m,\; -V'(q)-zp,\; (p^2/m-kT)/Q\big)$, and the density $\rho=\exp\!\big[-(p^2/2m+V+Qz^2/2)/kT\big]$ should satisfy $\nabla\cdot(\rho f)=0$. How is this stated and proved in Lean 4 with Mathlib, and what changes for several degrees of freedom?

## Answer

### What the divergence is taken to mean

The divergence needs only the diagonal partial derivatives: each component of the field is differentiated along its own coordinate. The predicate `HasDivAt` says exactly this. A field is given by three component functions `A`, `B`, `C` along $q$, $p$, $z$. It has divergence `d` at a point if there are numbers $a_i$, $b_i$, $c$ that are the derivatives of $A_i$ along $q_i$, of $B_i$ along $p_i$ and of $C$ along $z$, and $\sum_i a_i+\sum_i b_i+c=d$. Moving along $q_i$ is written `update q i t`, the vector $q$ with its $i$-th entry replaced by $t$. The derivatives are stated with `HasDerivAt`, which includes their existence, because Mathlib's `deriv` returns $0$ where no derivative exists and a sum of such terms could vanish for that reason alone. The momentum component contains $\partial_iV$ but is differentiated only along $p_i$, so no second derivative of $V$ occurs.

The degrees of freedom are labelled by $i$ in a finite type `ι`, and their number $n$ is `Fintype.card ι`. Positions and momenta are functions `ι → ℝ`, that is, unconstrained Cartesian coordinates on $\mathbb R^n$. The structure `System` holds masses $m_i>0$, $Q>0$, $kT>0$ as a single number, a Fréchet-differentiable $V$, and a real parameter $g$ on which nothing is assumed. The partial derivative $\partial_iV$ is `System.dV`, the Fréchet derivative applied to the unit vector `Pi.single i 1`. With $K=\sum_i p_i^2/m_i$, twice the kinetic energy, the model is

$$E=\sum_i \frac{p_i^2}{2m_i}+V(q)+\frac{Qz^2}{2},\qquad \rho=e^{-E/kT},$$

$$f_{q_i}=\frac{p_i}{m_i},\qquad f_{p_i}=-\partial_iV-zp_i,\qquad f_z=\frac{K-g\,kT}{Q}.$$

These are `System.energy`, `System.rho`, `System.fq`, `System.fp` and `System.fz`. The density carries no normalisation constant; a constant factor would multiply both sides of every identity for $\rho f$.

### Derivation by hand

For any variable $x$ the chain rule gives $\partial_x\rho=-\rho\,\partial_xE/kT$, so

$$\partial_{q_i}\rho=-\rho\,\frac{\partial_iV}{kT},\qquad \partial_{p_i}\rho=-\rho\,\frac{p_i}{m_i\,kT},\qquad \partial_z\rho=-\rho\,\frac{Qz}{kT}.$$

For the field itself, $f_{q_i}$ does not depend on $q_i$ and $f_z$ does not depend on $z$, while $\partial_{p_i}f_{p_i}=-z$. Hence $\nabla\cdot f=-nz$.

The product rule gives the three kinds of term in $\nabla\cdot(\rho f)$:

$$a_i=\partial_{q_i}(\rho f_{q_i})=-\rho\,\frac{\partial_iV}{kT}\,\frac{p_i}{m_i},$$

$$b_i=\partial_{p_i}(\rho f_{p_i})=-\rho\,\frac{p_i}{m_i\,kT}\,(-\partial_iV-zp_i)-\rho z=\rho\,\frac{\partial_iV}{kT}\,\frac{p_i}{m_i}+\frac{\rho z}{kT}\,\frac{p_i^2}{m_i}-\rho z,$$

$$c=\partial_z(\rho f_z)=-\rho\,\frac{Qz}{kT}\,\frac{K-g\,kT}{Q}=-\frac{\rho z}{kT}K+gz\rho.$$

The force terms cancel within each pair, $a_i+b_i=\frac{\rho z}{kT}\frac{p_i^2}{m_i}-\rho z$. Summing over $i$ gives $\frac{\rho z}{kT}K-n\rho z$. Adding $c$ removes the kinetic sum:

$$\nabla\cdot(\rho f)=(g-n)\,z\,\rho .$$

For $g=n$ this vanishes everywhere. Conversely, if it vanishes everywhere, take $q=0$, $p=0$, $z=1$; since $\rho>0$, it follows that $g=n$. The question is the case $n=g=1$, where $a+b=\rho zp^2/(m\,kT)-\rho z$ and $c=-\rho zp^2/(m\,kT)+\rho z$.

### The Lean file

```lean
import Mathlib

open Function Finset

namespace NoseHooverDensity

noncomputable section

/-- A Nose-Hoover system: positive masses, thermostat mass and temperature, a thermostat
parameter `g`, and a differentiable potential. -/
structure System (ι : Type) [Fintype ι] where
  m : ι → ℝ
  Q : ℝ
  kT : ℝ
  g : ℝ
  V : (ι → ℝ) → ℝ
  m_pos : ∀ i, 0 < m i
  Q_pos : 0 < Q
  kT_pos : 0 < kT
  V_diff : Differentiable ℝ V

variable {ι : Type} [Fintype ι] [DecidableEq ι]

/-- The field with components `A` (along `q`), `B` (along `p`), `C` (along `z`) has divergence
`d` at `(q, p, z)`: all diagonal partial derivatives exist there and add up to `d`. -/
def HasDivAt (A B : (ι → ℝ) → (ι → ℝ) → ℝ → ι → ℝ) (C : (ι → ℝ) → (ι → ℝ) → ℝ → ℝ)
    (q p : ι → ℝ) (z d : ℝ) : Prop :=
  ∃ (a b : ι → ℝ) (c : ℝ),
    (∀ i, HasDerivAt (fun t => A (update q i t) p z i) (a i) (q i)) ∧
    (∀ i, HasDerivAt (fun t => B q (update p i t) z i) (b i) (p i)) ∧
    HasDerivAt (fun t => C q p t) c z ∧ ∑ i, a i + ∑ i, b i + c = d

/-- The divergence of a field at a phase point is unique. -/
theorem HasDivAt.unique {A B : (ι → ℝ) → (ι → ℝ) → ℝ → ι → ℝ}
    {C : (ι → ℝ) → (ι → ℝ) → ℝ → ℝ} {q p : ι → ℝ} {z d d' : ℝ}
    (h : HasDivAt A B C q p z d) (h' : HasDivAt A B C q p z d') : d = d' := by
  obtain ⟨a, b, c, ha, hb, hc, hd⟩ := h
  obtain ⟨a', b', c', ha', hb', hc', hd'⟩ := h'
  have e1 : a = a' := funext fun i => (ha i).unique (ha' i)
  have e2 : b = b' := funext fun i => (hb i).unique (hb' i)
  have e3 : c = c' := hc.unique hc'
  rw [← hd, ← hd', e1, e2, e3]

/-- Chain rule: the derivative of `exp (-E / kT)` is `exp (-E / kT) * (-E' / kT)`. -/
theorem boltzmann_deriv {E : ℝ → ℝ} {e x : ℝ} (kT : ℝ) (h : HasDerivAt E e x) :
    HasDerivAt (fun t => Real.exp (-E t / kT)) (Real.exp (-E x / kT) * (-e / kT)) x :=
  (h.fun_neg.div_const kT).exp

/-- The partial derivative of the potential along `q i`. -/
def System.dV (S : System ι) (q : ι → ℝ) (i : ι) : ℝ := fderiv ℝ S.V q (Pi.single i 1)

/-- Kinetic plus potential energy plus the thermostat term `Q z² / 2`. -/
def System.energy (S : System ι) (q p : ι → ℝ) (z : ℝ) : ℝ :=
  ∑ i, p i ^ 2 / (2 * S.m i) + S.V q + S.Q * z ^ 2 / 2

/-- The extended canonical density `exp (-energy / kT)`. -/
def System.rho (S : System ι) (q p : ι → ℝ) (z : ℝ) : ℝ :=
  Real.exp (-S.energy q p z / S.kT)

/-- Position component of the Nose-Hoover field, `p i / m i`. -/
def System.fq (S : System ι) (_q p : ι → ℝ) (_z : ℝ) (i : ι) : ℝ := p i / S.m i

/-- Momentum component of the Nose-Hoover field: force minus friction `z * p i`. -/
def System.fp (S : System ι) (q p : ι → ℝ) (z : ℝ) (i : ι) : ℝ := -S.dV q i - z * p i

/-- Thermostat component of the Nose-Hoover field, `(∑ p² / m - g kT) / Q`. -/
def System.fz (S : System ι) (_q p : ι → ℝ) (_z : ℝ) : ℝ :=
  (∑ i, p i ^ 2 / S.m i - S.g * S.kT) / S.Q

/-- The partial derivative of the density along `q i` is `ρ * (-∂ᵢV / kT)`. -/
theorem System.rho_dq (S : System ι) (q p : ι → ℝ) (z : ℝ) (i : ι) :
    HasDerivAt (fun t => S.rho (update q i t) p z)
      (S.rho q p z * (-S.dV q i / S.kT)) (q i) := by
  have h : HasFDerivAt S.V (fderiv ℝ S.V q) (update q i (q i)) := by
    rw [update_eq_self]
    exact (S.V_diff q).hasFDerivAt
  have hV : HasDerivAt (fun t => S.V (update q i t)) (S.dV q i) (q i) :=
    h.comp_hasDerivAt (q i) (hasDerivAt_update q i (q i))
  have hE : HasDerivAt (fun t => S.energy (update q i t) p z) (S.dV q i) (q i) := by
    unfold System.energy
    exact (hV.const_add _).add_const _
  have hB := boltzmann_deriv S.kT hE
  simp only [update_eq_self] at hB
  exact hB

/-- The partial derivative of the density along `p i` is `ρ * (-(p i / m i) / kT)`. -/
theorem System.rho_dp (S : System ι) (q p : ι → ℝ) (z : ℝ) (i : ι) :
    HasDerivAt (fun t => S.rho q (update p i t) z)
      (S.rho q p z * (-(p i / S.m i) / S.kT)) (p i) := by
  have hsq : HasDerivAt (fun t : ℝ => t ^ 2) (2 * p i) (p i) := by
    simpa using hasDerivAt_pow 2 (p i)
  -- only the i-th kinetic term depends on p i
  have hsplit : ∀ t, ∑ j, update p i t j ^ 2 / (2 * S.m j)
      = t ^ 2 / (2 * S.m i) + ∑ j ∈ univ.erase i, p j ^ 2 / (2 * S.m j) := by
    intro t
    rw [← Finset.add_sum_erase _ _ (mem_univ i), update_self]
    congr 1
    refine Finset.sum_congr rfl fun j hj => ?_
    rw [update_of_ne (ne_of_mem_erase hj)]
  have hE : HasDerivAt (fun t => S.energy q (update p i t) z) (p i / S.m i) (p i) := by
    simp only [System.energy, hsplit]
    exact ((((hsq.div_const (2 * S.m i)).add_const _).add_const _).add_const _).congr_deriv
      (by ring)
  have hB := boltzmann_deriv S.kT hE
  simp only [update_eq_self] at hB
  exact hB

/-- The partial derivative of the `i`-th momentum component of the field along `p i` is `-z`. -/
theorem System.fp_dp (S : System ι) (q p : ι → ℝ) (z : ℝ) (i : ι) :
    HasDerivAt (fun t => S.fp q (update p i t) z i) (-z) (p i) := by
  simp only [System.fp, update_self]
  exact (((hasDerivAt_id' (p i)).const_mul z).const_sub (-S.dV q i)).congr_deriv (by ring)

/-- The Nose-Hoover field with `n` degrees of freedom has divergence `-n z`. -/
theorem System.field_div (S : System ι) (q p : ι → ℝ) (z : ℝ) :
    HasDivAt S.fq S.fp S.fz q p z (-(Fintype.card ι : ℝ) * z) := by
  refine ⟨fun _ => 0, fun _ => -z, 0, fun i => hasDerivAt_const _ (p i / S.m i),
    fun i => S.fp_dp q p z i, hasDerivAt_const _ (S.fz q p z), ?_⟩
  simp

/-- The flux `ρ f` with `n` degrees of freedom has divergence `(g - n) z ρ` at every
phase point. -/
theorem System.flux_div (S : System ι) (q p : ι → ℝ) (z : ℝ) :
    HasDivAt (fun q p z i => S.rho q p z * S.fq q p z i)
      (fun q p z i => S.rho q p z * S.fp q p z i) (fun q p z => S.rho q p z * S.fz q p z)
      q p z ((S.g - Fintype.card ι) * z * S.rho q p z) := by
  have hsq : HasDerivAt (fun t : ℝ => t ^ 2) (2 * z) z := by simpa using hasDerivAt_pow 2 z
  have hE : HasDerivAt (fun t => S.energy q p t) (S.Q * z) z := by
    unfold System.energy
    exact (((hsq.const_mul S.Q).div_const 2).const_add _).congr_deriv (by ring)
  have hdz : HasDerivAt (fun t => S.rho q p t) (S.rho q p z * (-(S.Q * z) / S.kT)) z :=
    boltzmann_deriv S.kT hE
  -- the force terms cancel within each pair (q i, p i)
  have key : ∀ i, S.rho q p z * (-S.dV q i / S.kT) * (p i / S.m i)
      + (S.rho q p z * (-(p i / S.m i) / S.kT) * S.fp q p z i + S.rho q p z * -z)
      = S.rho q p z * z / S.kT * (p i ^ 2 / S.m i) - S.rho q p z * z := by
    intro i
    unfold System.fp
    ring
  have hs : ∑ i, S.rho q p z * (-S.dV q i / S.kT) * (p i / S.m i)
      + ∑ i, (S.rho q p z * (-(p i / S.m i) / S.kT) * S.fp q p z i + S.rho q p z * -z)
      = S.rho q p z * z / S.kT * ∑ i, p i ^ 2 / S.m i
        - (Fintype.card ι : ℝ) * (S.rho q p z * z) := by
    rw [← Finset.sum_add_distrib, Finset.sum_congr rfl (fun i _ => key i),
      Finset.sum_sub_distrib, ← Finset.mul_sum, Finset.sum_const, Finset.card_univ,
      nsmul_eq_mul]
  -- the thermostat component removes the kinetic sum and adds g z ρ
  have hz : S.rho q p z * (-(S.Q * z) / S.kT) * S.fz q p z
      = -(S.rho q p z * z / S.kT * ∑ i, p i ^ 2 / S.m i) + S.g * z * S.rho q p z := by
    have hQ := S.Q_pos.ne'
    have hk := S.kT_pos.ne'
    unfold System.fz
    generalize (∑ i, p i ^ 2 / S.m i) = T
    field_simp
    ring
  refine ⟨fun i => S.rho q p z * (-S.dV q i / S.kT) * (p i / S.m i),
    fun i => S.rho q p z * (-(p i / S.m i) / S.kT) * S.fp q p z i + S.rho q p z * -z,
    S.rho q p z * (-(S.Q * z) / S.kT) * S.fz q p z,
    fun i => (S.rho_dq q p z i).mul_const (p i / S.m i), fun i => ?_,
    hdz.mul_const (S.fz q p z), ?_⟩
  · exact ((S.rho_dp q p z i).fun_mul (S.fp_dp q p z i)).congr_deriv
      (by simp only [update_eq_self])
  · linear_combination hs + hz

/-- The flux `ρ f` is divergence-free at all phase points exactly when `g` equals the number
of degrees of freedom. -/
theorem System.flux_div_zero_iff (S : System ι) :
    (∀ q p z, HasDivAt (fun q p z i => S.rho q p z * S.fq q p z i)
      (fun q p z i => S.rho q p z * S.fp q p z i) (fun q p z => S.rho q p z * S.fz q p z)
      q p z 0) ↔ S.g = Fintype.card ι := by
  constructor
  · intro h
    have h0 := (S.flux_div 0 0 1).unique (h 0 0 1)
    have hpos : S.rho 0 0 1 ≠ 0 := (Real.exp_pos _).ne'
    have h1 := (mul_eq_zero.mp h0).resolve_right hpos
    linarith
  · intro hg q p z
    have h := S.flux_div q p z
    rwa [hg, sub_self, zero_mul, zero_mul] at h

/-- The one-dimensional density `exp (-(p² / 2m + V + Q z² / 2) / kT)`. -/
def rho1 (m Q kT : ℝ) (V : ℝ → ℝ) (q p z : ℝ) : ℝ :=
  Real.exp (-(p ^ 2 / (2 * m) + V q + Q * z ^ 2 / 2) / kT)

/-- In one dimension the three diagonal partial derivatives of `ρ f`, with
`f = (p / m, -V' - z p, (p² / m - kT) / Q)`, exist and add up to zero. -/
theorem flux_div_one_dim {m Q kT : ℝ} (hm : 0 < m) (hQ : 0 < Q) (hk : 0 < kT) {V : ℝ → ℝ}
    (hV : Differentiable ℝ V) (q p z : ℝ) :
    ∃ a b c : ℝ, HasDerivAt (fun t => rho1 m Q kT V t p z * (p / m)) a q ∧
      HasDerivAt (fun t => rho1 m Q kT V q t z * (-deriv V q - z * t)) b p ∧
      HasDerivAt (fun t => rho1 m Q kT V q p t * ((p ^ 2 / m - kT) / Q)) c z ∧
      a + b + c = 0 := by
  have hsq : ∀ x : ℝ, HasDerivAt (fun t : ℝ => t ^ 2) (2 * x) x := fun x => by
    simpa using hasDerivAt_pow 2 x
  have h1 : HasDerivAt (fun t => rho1 m Q kT V t p z)
      (rho1 m Q kT V q p z * (-deriv V q / kT)) q :=
    boltzmann_deriv kT (((hV q).hasDerivAt.const_add (p ^ 2 / (2 * m))).add_const _)
  have h2 : HasDerivAt (fun t => rho1 m Q kT V q t z)
      (rho1 m Q kT V q p z * (-(2 * p / (2 * m)) / kT)) p :=
    boltzmann_deriv kT ((((hsq p).div_const (2 * m)).add_const (V q)).add_const _)
  have h3 : HasDerivAt (fun t => rho1 m Q kT V q p t)
      (rho1 m Q kT V q p z * (-(Q * (2 * z) / 2) / kT)) z :=
    boltzmann_deriv kT ((((hsq z).const_mul Q).div_const 2).const_add _)
  have h4 := ((hasDerivAt_id' p).const_mul z).const_sub (-deriv V q)
  refine ⟨_, _, _, h1.mul_const _, h2.fun_mul h4, h3.mul_const _, ?_⟩
  have hm' := hm.ne'
  have hQ' := hQ.ne'
  have hk' := hk.ne'
  field_simp
  ring

end

end NoseHooverDensity
```

```lean
#print axioms NoseHooverDensity.System.field_div
#print axioms NoseHooverDensity.System.flux_div_zero_iff
#print axioms NoseHooverDensity.flux_div_one_dim
```

```
'NoseHooverDensity.System.field_div' depends on axioms: [propext, Classical.choice, Quot.sound]
'NoseHooverDensity.System.flux_div_zero_iff' depends on axioms: [propext, Classical.choice, Quot.sound]
'NoseHooverDensity.flux_div_one_dim' depends on axioms: [propext, Classical.choice, Quot.sound]
```

### The theorems in words

`System.field_div` states that $f$ has divergence $-nz$ at every phase point, and `System.flux_div` that $\rho f$ has divergence $(g-n)z\rho$ at every phase point. `System.flux_div_zero_iff` states that $\rho f$ has divergence zero at all points if and only if $g=n$. An empty `ι` is allowed: the sums vanish, $f_z=-g\,kT/Q$, and the formula reads $gz\rho$. `flux_div_one_dim` is the statement of the question with real $q,p,z$, the density `rho1` and $V'$ written as `deriv V q`, which is the true derivative by the hypothesis `hV`. It says that the three diagonal derivatives $a,b,c$ exist and that $a+b+c=0$.

The continuity equation for a time-dependent density transported by $f$ is $\partial_t\rho+\nabla\cdot(\rho f)=0$, so the identity is the pointwise condition for $\rho$ to be stationary. In this model (a single thermostat variable, constant masses, no constraints, continuous time, and $\rho$ taken as a density on the whole phase space) it fixes $g$ as the number of momenta. The count changes when the motion is confined to an invariant subspace: for a translation-invariant $V$ the total momentum $P$ obeys $\dot P=-zP$, so $P=0$ is preserved, and the same computation on that subspace gives $g$ equal to the number of independent momenta; the file does not treat this case. Sampling of $\rho$ by trajectories does not follow from the identity alone. The theorems do not construct trajectories, do not show that $\rho$ is integrable, which depends on the growth of $V$, and say nothing about whether time averages along one trajectory equal averages over $\rho$.

### How the proof follows the derivation

`HasDivAt.unique` shows that the divergence is a well-defined number: one-variable derivatives are unique, so the $a_i$, $b_i$, $c$ of two witnesses agree. `boltzmann_deriv` is the chain rule for $e^{-E/kT}$, and each derivative of $\rho$ is reduced to a derivative of $E$.

In `System.rho_dq` the Fréchet derivative of $V$ is composed with the curve $t\mapsto$ `update q i t`, whose velocity is the $i$-th unit vector; this gives $\partial_{q_i}E=\partial_iV$. In `System.rho_dp` the step `hsplit` separates the $i$-th kinetic term $t^2/2m_i$ from the terms with $j\ne i$, which are constant along $p_i$, and so $\partial_{p_i}E=p_i/m_i$. `System.fp_dp` is $\partial_{p_i}f_{p_i}=-z$, and `System.field_div` supplies the witnesses $0$, $-z$, $0$.

In `System.flux_div`, `hdz` is $\partial_z\rho$. The identity `key` is the cancellation in $a_i+b_i$, `hs` is its sum over $i$, and `hz` is the expansion of $c$, the place where $Q\neq0$ and $kT\neq0$ are used to cancel factors. The witnesses are the unexpanded $a_i$, $b_i$, $c$. For $a_i$ and $c$ the field component is a constant factor (`mul_const`), and for $b_i$ the full product rule `fun_mul` is needed. The line `linear_combination hs + hz` is the final addition.

The forward direction of `System.flux_div_zero_iff` compares `S.flux_div 0 0 1` with the assumed zero by uniqueness and cancels $\rho\ne0$; the backward direction substitutes $g=n$. `flux_div_one_dim` is proved directly and not by specialising `ι`: `h1`, `h2`, `h3` are the three derivatives of $\rho$, `h4` is the friction derivative, and clearing denominators leaves a polynomial identity.

### Remarks

The three remarks here are pencil arguments and do not appear as theorems in the file.

For $n=1$, differentiability of $V$ is needed for the statement to hold at every point; for larger $n$ the diagonal derivatives require only that the partial derivatives of $V$ exist. As an example with $n=1$, take $V(q)=|q|$, $q=0$ and $p\ne0$. Along $q$ the first component of the flux is $t\mapsto \rho_0\,e^{-|t|/kT}\,p/m$, where $\rho_0>0$ is the density at the point. Its right and left derivatives at $t=0$ are $-\rho_0p/(m\,kT)$ and $+\rho_0p/(m\,kT)$. They differ, so no number $a$ exists and the conclusion of `flux_div_one_dim` fails there.

A slip carried over from Hamiltonian mechanics is to replace $\nabla\cdot(\rho f)$ by $f\cdot\nabla\rho$ and look for a density that is constant along trajectories. Here $\nabla\cdot(\rho f)=f\cdot\nabla\rho+\rho\,\nabla\cdot f$ with both terms present. Along the flow $\dot E=\sum_i\partial_iV\,p_i/m_i+\sum_i(p_i/m_i)(-\partial_iV-zp_i)+z(K-g\,kT)=-g\,kT\,z$, so $f\cdot\nabla\rho=gz\rho$. Omitting the compression term $-nz\rho$ would lead to the condition $g=0$, which is wrong for $n\ge1$. In the code the omitted term is the summand `S.rho q p z * -z`.

In an operator-splitting integrator the thermostat part over a substep $\tau$ can be composed, in the simplest splitting, of the updates $z\leftarrow z+\tau\,(K-g\,kT)/Q$ at fixed $p$ and $p_i\leftarrow p_i\,e^{-z\tau}$ at fixed $z$. The second map has Jacobian $e^{-nz\tau}$, the finite form of $\nabla\cdot f=-nz$. The parameters $g$ and $kT$ enter the field $f$ only through the product $g\,kT$. If $g$ is set to a positive value other than $n\ge1$, the field coincides with that of a system with parameter $n$ and thermal energy $kT'=g\,kT/n$, for which the stationary density of this form is $e^{-E/kT'}$. Integrating $\dot\eta=z$ as an extra variable $\eta$ makes $E+g\,kT\,\eta$ constant in exact time evolution for any $g$, so monitoring its drift tests the integrator and does not detect a wrong $g$.
